# At the minimum of a quadratic correlation functional, an uncoupled pair with nonnegative diagonal coupling contributes no positive energy

In this model the correlation energy is a quadratic functional `t·At + 2 v·t` of real pair amplitudes `t`, with a real coupling matrix `A` and driving integrals `v` over a finite set of pairs. The lemma takes amplitudes that minimise this functional with no pair omitted, and a pair `i` whose diagonal element `A i i` is nonnegative and whose off-diagonal elements vanish in both row and column. It states that the contribution `v i * t i` of this pair is then at most zero. The proof compares the minimum with the same amplitudes after pair `i` has been switched off, expands both values of the functional, and leaves the final inequality to `nlinarith`.

As first written in Lean, the proof fails:

```lean
import Mathlib

open Matrix

namespace UncoupledPairEnergyNonpos

variable {n : Type*} [Fintype n]

/-- The quadratic correlation functional `t·At + 2 v·t` of the pair amplitudes `t`, with
coupling matrix `A` and driving integrals `v`. -/
def corrFunctional (A : Matrix n n ℝ) (v t : n → ℝ) : ℝ :=
  t ⬝ᵥ (A *ᵥ t) + 2 * (v ⬝ᵥ t)

/-- The contribution `v i * t i` of pair `i` to the correlation energy. -/
def pairEnergy (v t : n → ℝ) (i : n) : ℝ := v i * t i

/-- The amplitudes `t` minimize the correlation functional among all amplitudes that vanish
on the set `D` of omitted pairs. -/
def IsOptimal (A : Matrix n n ℝ) (v : n → ℝ) (D : Finset n) (t : n → ℝ) : Prop :=
  (∀ i ∈ D, t i = 0) ∧
    ∀ s : n → ℝ, (∀ i ∈ D, s i = 0) → corrFunctional A v t ≤ corrFunctional A v s

/-- A pair with nonnegative diagonal element that is not coupled to any other pair never
contributes a positive energy at the full optimum. -/
theorem uncoupled_pairEnergy_nonpos [DecidableEq n] {A : Matrix n n ℝ} {v t : n → ℝ} {i : n}
    (ht : IsOptimal A v ∅ t) (hii : 0 ≤ A i i)
    (hoff : ∀ j, j ≠ i → A i j = 0 ∧ A j i = 0) : pairEnergy v t i ≤ 0 := by
  -- compare with the amplitudes in which pair `i` is switched off
  have h := ht.2 (t + Pi.single i (-t i)) (by simp)
  have hAt : (A *ᵥ t) i = A i i * t i := by
    change ∑ j, A i j * t j = A i i * t i
    exact Finset.sum_eq_single i (fun j _ hj => by rw [(hoff j hj).1, zero_mul])
      (fun hi => absurd (Finset.mem_univ i) hi)
  have hAs : A *ᵥ Pi.single i (-t i) = Pi.single i (A i i * -t i) := by
    ext j
    change (fun k => A j k) ⬝ᵥ Pi.single i (-t i) = _
    rw [dotProduct_single]
    by_cases hj : j = i
    · subst hj
      simp
    · simp [hj, (hoff j hj).2]
  simp only [corrFunctional, Matrix.mulVec_add, dotProduct_add, add_dotProduct, hAs,
    single_dotProduct, dotProduct_single, hAt, Pi.single_eq_same] at h
  unfold pairEnergy
  nlinarith [mul_nonneg hii (sq_nonneg (t i))]

end UncoupledPairEnergyNonpos
```

Compiling this gives:

```
Main.lean:45:2: error: linarith failed to find a contradiction
n : Type u_1
inst✝¹ : Fintype n
inst✝ : DecidableEq n
A : Matrix n n ℝ
v t : n → ℝ
i : n
ht : IsOptimal A v ∅ t
hii : 0 ≤ A i i
hoff : ∀ (j : n), j ≠ i → A i j = 0 ∧ A j i = 0
hAt : (A *ᵥ t) i = A i i * t i
hAs : A *ᵥ Pi.single i (-t i) = Pi.single i (A i i * -t i)
h :
  t ⬝ᵥ A *ᵥ t + 2 * v ⬝ᵥ t ≤
    t ⬝ᵥ A *ᵥ t + -t i * (A i i * t i) + (t + Pi.single i (-t i)) i * (A i i * -t i) + 2 * (v ⬝ᵥ t + v i * -t i)
a✝ : 0 < v i * t i
⊢ False
failed
Main.lean:43:47: warning: This simp argument is unused:
  Pi.single_eq_same

Hint: Omit it from the simp argument list.
  [apply] simp only [corrFunctional, Matrix.mulVec_add, dotProduct_add, add_dotProduct, hAs, single_dotProduct,
    dotProduct_single, hAt] at h

Note: This linter can be disabled with `set_option linter.unusedSimpArgs false`
```

Cause. The error comes from the last step, but its source is the expanded hypothesis `h`. There the factor `(t + Pi.single i (-t i)) i` is still unevaluated. It is the amplitude of pair `i` after switching off, so it equals zero, but `nlinarith` treats it as an unknown number and cannot discard the term that contains it.

The `simp only` call had no lemma for evaluating a sum of functions at a point. `Pi.single_eq_same` could not help, since it needs `Pi.single i _` itself applied to `i`, and here the whole sum is applied. This is why the linter reports it as unused.

The repair adds `Pi.add_apply`, which splits the factor into `t i + Pi.single i (-t i) i`. Now `Pi.single_eq_same` applies and gives `t i + -t i`, which cancels in the arithmetic. What remains of `h` says that `2 * (v i * t i)` is at most `-(A i i * t i ^ 2)`. With the supplied fact that `A i i * t i ^ 2` is nonnegative, this contradicts `0 < v i * t i`, and `nlinarith` succeeds.

The repair, with which the file compiles:

```diff
@@ -41,5 +41,5 @@
     · simp [hj, (hoff j hj).2]
   simp only [corrFunctional, Matrix.mulVec_add, dotProduct_add, add_dotProduct, hAs,
-    single_dotProduct, dotProduct_single, hAt, Pi.single_eq_same] at h
+    single_dotProduct, dotProduct_single, hAt, Pi.add_apply, Pi.single_eq_same] at h
   unfold pairEnergy
   nlinarith [mul_nonneg hii (sq_nonneg (t i))]
```
